# Slopes of optimal damping tend to zero for a quadratic mean-field energy with bounded curvature

Every run of the optimal damping algorithm on a convex set \(K\) of density matrices has slopes

\[
s_k = h(D'_k - D_k) + G(D_k,\, D'_k - D_k) \;\longrightarrow\; 0 ,
\]

provided that the energy \(E(D) = h(D) + \tfrac12 G(D,D)\) is bounded below on \(K\) and that \(G(Y-X,\,Y-X) \le C\) for all \(X, Y\) in \(K\). Here \(h\) is the linear one-electron part of the energy and \(G\) the symmetric bilinear two-electron part. \(D_k\) is the current density matrix, and \(D'_k\) minimises the energy linearised at \(D_k\). The next iterate \(D_{k+1}\) minimises \(E\) on the segment from \(D_k\) to \(D'_k\). The energy need not be convex.

For self-consistent field calculations whose energy is exactly quadratic in the density matrix, such as Hartree–Fock with relaxed occupations in a finite basis, this means that the linearised energy gain still available at \(D_k\) dies out. It does not say that the density matrices \(D_k\) themselves converge.

## Energy, slope and algorithm

The density matrices live in a real vector space \(V\), which may have any dimension. Hermitian matrices are an example, since they form a real vector space even when their entries are complex.

```lean
import Mathlib

open Filter Topology

namespace OptimalDamping

noncomputable section

variable {V : Type*} [AddCommGroup V] [Module ℝ V]
```

In Hartree–Fock theory \(h(D)\) is the trace of the core Hamiltonian with \(D\), and \(G(D,X)\) is the trace of the Coulomb and exchange matrix built from \(D\) with \(X\). The factor \(\tfrac12\) corrects the double counting of electron pairs. In Lean, `h : V →ₗ[ℝ] ℝ` is a linear functional, and `G : V →ₗ[ℝ] V →ₗ[ℝ] ℝ` is a bilinear form whose symmetry is a separate hypothesis, `hG`. A Kohn–Sham energy with a general exchange-correlation functional is not of this form.

```lean
/-- The mean-field energy `E(D) = h(D) + G(D,D)/2` of a density matrix `D`. -/
def energy (h : V →ₗ[ℝ] ℝ) (G : V →ₗ[ℝ] V →ₗ[ℝ] ℝ) (D : V) : ℝ :=
  h D + G D D / 2
```

The Fock operator at \(D\) is the functional \(X \mapsto h(X) + G(D,X)\). Applied to the displacement \(X - D\), it gives, for symmetric \(G\), the derivative of \(E\) at \(D\) along the line from \(D\) towards \(X\):

\[
s(D,X) = h(X-D) + G(D, X-D), \qquad s_k = s(D_k, D'_k).
\]

```lean
/-- The slope `h(X - D) + G(D, X - D)` at `D` in the direction of `X`. -/
def segmentSlope (h : V →ₗ[ℝ] ℝ) (G : V →ₗ[ℝ] V →ₗ[ℝ] ℝ) (D X : V) : ℝ :=
  h (X - D) + G D (X - D)
```

A run starts in \(K\) and repeats two operations. The first finds \(D'_k \in K\) with

\[
h(D'_k) + G(D_k, D'_k) \le h(X) + G(D_k, X) \quad \text{for all } X \in K ,
\]

which in Hartree–Fock is solved by filling the lowest orbitals of the current Fock matrix, when \(K\) consists of the Hermitian matrices, in an orthonormal spin-orbital basis, whose eigenvalues lie between 0 and 1 and whose trace is the number of electrons. The second is an exact line search for \(D_{k+1}\). The structure below takes the sequences \(D\) and \(D'\) as given and lists these properties. It therefore assumes that the minimisers exist and are found exactly; rounding errors and approximate line searches are not modelled.

```lean
/-- A run of the optimal damping algorithm on `K`: `D' k` minimises the energy linearised at
`D k`, and `D (k+1)` minimises the true energy on the segment from `D k` to `D' k`. -/
structure IsOptimalDamping (h : V →ₗ[ℝ] ℝ) (G : V →ₗ[ℝ] V →ₗ[ℝ] ℝ) (K : Set V)
    (D D' : ℕ → V) : Prop where
  start : D 0 ∈ K
  trial_mem : ∀ k, D' k ∈ K
  trial_min : ∀ k, ∀ X ∈ K, h (D' k) + G (D k) (D' k) ≤ h X + G (D k) X
  step_mem : ∀ k, D (k + 1) ∈ segment ℝ (D k) (D' k)
  step_min : ∀ k, ∀ Y ∈ segment ℝ (D k) (D' k), energy h G (D (k + 1)) ≤ energy h G Y
```

## What one step gains

Put \(d = X - D\). Bilinearity and symmetry give

\[
\begin{aligned}
E(D + t d) &= h(D) + t\,h(d) + \tfrac12\left[G(D,D) + 2t\,G(D,d) + t^2 G(d,d)\right] \\
&= E(D) + t\, s(D,X) + \tfrac{t^2}{2}\, G(d,d).
\end{aligned}
\]

The Lean proof expands by linearity, uses `hG` once to merge the two cross terms, and leaves the rest to `ring`.

```lean
variable {h : V →ₗ[ℝ] ℝ} {G : V →ₗ[ℝ] V →ₗ[ℝ] ℝ} {K : Set V} {D D' : ℕ → V} {C : ℝ}

/-- Along the line from `D` to `X` the energy is a quadratic polynomial in the step length,
with the slope as linear coefficient. -/
theorem energy_on_segment (hG : ∀ x y, G x y = G y x) (D X : V) (t : ℝ) :
    energy h G (D + t • (X - D)) =
      energy h G D + t * segmentSlope h G D X + t ^ 2 / 2 * G (X - D) (X - D) := by
  unfold energy segmentSlope
  simp only [map_add, map_smul, LinearMap.add_apply, LinearMap.smul_apply, smul_eq_mul]
  rw [hG (X - D) D]
  ring
```

To use the bounds on \(K\), the iterates must stay there. \(D_0\) lies in \(K\). If \(D_k\) does, then so does the whole segment from \(D_k\) to \(D'_k\), by convexity, and with it \(D_{k+1}\). The proof is this induction.

```lean
/-- All iterates of the algorithm stay in the convex set `K`. -/
theorem IsOptimalDamping.mem (run : IsOptimalDamping h G K D D') (hK : Convex ℝ K) (k : ℕ) :
    D k ∈ K := by
  induction k with
  | zero => exact run.start
  | succ k ih => exact hK.segment_subset ih (run.trial_mem k) (run.step_mem k)
```

Since \(D_k\) is in \(K\), it competes in the linearised problem that \(D'_k\) solves. Taking \(X = D_k\) there gives

\[
h(D'_k) + G(D_k, D'_k) \le h(D_k) + G(D_k, D_k),
\]

which is \(s_k \le 0\) after rearrangement.

```lean
/-- The slope from an iterate towards its trial density matrix is never positive. -/
theorem IsOptimalDamping.slope_nonpos (run : IsOptimalDamping h G K D D') (hK : Convex ℝ K)
    (k : ℕ) : segmentSlope h G (D k) (D' k) ≤ 0 := by
  have h1 := run.trial_min k (D k) (run.mem hK k)
  simp only [segmentSlope, map_sub]
  linarith
```

The line search does at least as well as any fixed step length \(t \in [0,1]\). Comparing \(D_{k+1}\) with \(D_k + t(D'_k - D_k)\) and bounding the curvature by \(C\) gives

\[
E(D_{k+1}) \le E(D_k) + t\, s_k + \tfrac{t^2}{2}\, C .
\]

The constant \(C\) limits how strongly the two-electron energy can counteract the gain predicted by the Fock operator when the density changes. It is a hypothesis here; for a bounded set of matrices in a finite basis such a constant always exists. In the proof, `hmem` places the comparison point on the segment, `h1` is the line-search inequality, and `h2` is the curvature bound.

```lean
/-- For every step length `t` between 0 and 1, the energy after one optimal damping step is at most
the old energy plus `t` times the slope plus `t² C / 2`. -/
theorem IsOptimalDamping.energy_step (run : IsOptimalDamping h G K D D') (hK : Convex ℝ K)
    (hG : ∀ x y, G x y = G y x) (hC : ∀ X ∈ K, ∀ Y ∈ K, G (Y - X) (Y - X) ≤ C)
    (k : ℕ) {t : ℝ} (ht0 : 0 ≤ t) (ht1 : t ≤ 1) :
    energy h G (D (k + 1)) ≤
      energy h G (D k) + t * segmentSlope h G (D k) (D' k) + t ^ 2 / 2 * C := by
  have hmem : D k + t • (D' k - D k) ∈ segment ℝ (D k) (D' k) :=
    ⟨1 - t, t, by linarith, ht0, by ring, by module⟩
  have h1 := run.step_min k _ hmem
  rw [energy_on_segment hG] at h1
  have h2 := mul_le_mul_of_nonneg_left (hC _ (run.mem hK k) _ (run.trial_mem k))
    (by positivity : 0 ≤ t ^ 2 / 2)
  linarith
```

## The slopes vanish

The point \(D_k\) is itself on the search segment, so \(E(D_{k+1}) \le E(D_k)\). A decreasing sequence that is bounded below converges, hence \(E(D_k) - E(D_{k+1}) \to 0\).

Now let \(\varepsilon > 0\). Choose \(t\) with \(0 < t \le 1\) and \(tC \le \varepsilon\), and then \(N\) such that \(E(D_k) - E(D_{k+1}) < t\varepsilon/2\) for all \(k \ge N\). The one-step estimate gives, for these \(k\),

\[
t\,(-s_k) \le E(D_k) - E(D_{k+1}) + \tfrac{t^2}{2} C < \tfrac{t\varepsilon}{2} + \tfrac{t\varepsilon}{2} = t\varepsilon .
\]

Dividing by \(t\) leaves \(-s_k < \varepsilon\), and with \(s_k \le 0\) this is \(|s_k| < \varepsilon\).

In the Lean statement, `BddBelow (energy h G '' K)` says that \(E\) is bounded below on \(K\), and `Tendsto … atTop (𝓝 0)` is the limit \(s_k \to 0\). The proof first obtains \(C \ge 0\) by taking both points in the curvature bound equal to \(D_0\). `hanti` and `hdiff` are the decrease of the energies and the vanishing of their differences. The step length is \(t = \min(1, \varepsilon/(C+1))\), which also serves when \(C = 0\).

```lean
/-- For a run on a convex set `K` with symmetric `G`: if the energy is bounded below on `K` and its
curvature along differences is at most `C`, the slopes `h(D'_k - D_k) + G(D_k, D'_k - D_k)` tend to
zero. -/
theorem IsOptimalDamping.slope_tendsto_zero (run : IsOptimalDamping h G K D D')
    (hK : Convex ℝ K) (hG : ∀ x y, G x y = G y x)
    (hC : ∀ X ∈ K, ∀ Y ∈ K, G (Y - X) (Y - X) ≤ C) (hE : BddBelow (energy h G '' K)) :
    Tendsto (fun k => segmentSlope h G (D k) (D' k)) atTop (𝓝 0) := by
  have hC0 : 0 ≤ C := by simpa using hC _ run.start _ run.start
  -- the energies decrease and are bounded below, so their successive differences vanish
  have hanti : Antitone (fun k => energy h G (D k)) :=
    antitone_nat_of_succ_le fun k => run.step_min k _ (left_mem_segment ℝ _ _)
  have hbdd : BddBelow (Set.range fun k => energy h G (D k)) := by
    obtain ⟨m, hm⟩ := hE
    refine ⟨m, ?_⟩
    rintro _ ⟨k, rfl⟩
    exact hm ⟨D k, run.mem hK k, rfl⟩
  have hlim := tendsto_atTop_ciInf hanti hbdd
  have hdiff : Tendsto (fun k => energy h G (D k) - energy h G (D (k + 1))) atTop (𝓝 0) := by
    have h1 := hlim.sub (hlim.comp (tendsto_add_atTop_nat 1))
    rw [sub_self] at h1
    exact h1
  rw [Metric.tendsto_atTop]
  intro ε hε
  -- a fixed short step makes the curvature term harmless
  obtain ⟨t, ht, ht1, htC⟩ : ∃ t : ℝ, 0 < t ∧ t ≤ 1 ∧ t * C ≤ ε := by
    have hpos : 0 < C + 1 := by linarith
    have h0 : 0 < min 1 (ε / (C + 1)) := lt_min one_pos (div_pos hε hpos)
    refine ⟨min 1 (ε / (C + 1)), h0, min_le_left _ _, ?_⟩
    have h1 := (le_div_iff₀ hpos).1 (min_le_right 1 (ε / (C + 1)))
    linarith
  have hsmall : 0 < t * ε / 2 := by positivity
  obtain ⟨N, hN⟩ := eventually_atTop.1 (hdiff.eventually_lt_const hsmall)
  refine ⟨N, fun k hk => ?_⟩
  rw [Real.dist_eq, sub_zero, abs_of_nonpos (run.slope_nonpos hK k)]
  have h1 := run.energy_step hK hG hC k ht.le ht1
  have h2 := hN k hk
  have h3 := mul_le_mul_of_nonneg_left htC ht.le
  have h4 : t * -segmentSlope h G (D k) (D' k) < t * ε := by linarith
  exact lt_of_mul_lt_mul_left h4 ht.le
```

The exact line search entered only through energy comparisons on the segment. The same argument therefore applies to any method whose next iterate lies in \(K\) and has an energy no higher than the minimum on that segment, for instance one that minimises \(E\) over the convex hull of \(D'_k\) and \(D_0, \dots, D_k\).

## How many steps can have a steep slope

A definite choice of \(t\) turns the estimate into a count. Suppose that \(0 < \varepsilon \le C\) and \(s_k \le -\varepsilon\) for all \(k < n\). With \(t = \varepsilon/C\), each of these steps satisfies

\[
E(D_{k+1}) \le E(D_k) - \frac{\varepsilon^2}{C} + \frac{\varepsilon^2}{2C} = E(D_k) - \frac{\varepsilon^2}{2C}.
\]

Adding the \(n\) gains and using a lower bound \(m\) of \(E\) on \(K\) yields

\[
n\,\varepsilon^2 \le 2C\,\bigl(E(D_0) - m\bigr).
\]

Once \(n\) exceeds \(2C(E(D_0)-m)/\varepsilon^2\), at least one of the first \(n\) slopes must lie above \(-\varepsilon\). The bound does not say which one. In Lean, `key` is the accumulated gain after \(j \le n\) steps, proved by induction on \(j\).

```lean
/-- If the first `n` slopes all lie at or below `-ε`, with `0 < ε ≤ C`, then
`n ε² ≤ 2 C (E(D_0) - m)` for every lower bound `m` of the energy on `K`. -/
theorem IsOptimalDamping.steps_bound (run : IsOptimalDamping h G K D D')
    (hK : Convex ℝ K) (hG : ∀ x y, G x y = G y x)
    (hC : ∀ X ∈ K, ∀ Y ∈ K, G (Y - X) (Y - X) ≤ C) {m ε : ℝ}
    (hm : ∀ X ∈ K, m ≤ energy h G X) (hε : 0 < ε) (hεC : ε ≤ C) (n : ℕ)
    (hs : ∀ k < n, segmentSlope h G (D k) (D' k) ≤ -ε) :
    n * ε ^ 2 ≤ 2 * C * (energy h G (D 0) - m) := by
  have hCpos : 0 < C := lt_of_lt_of_le hε hεC
  -- each of these steps gains at least ε² / (2C)
  have key : ∀ j : ℕ, j ≤ n →
      energy h G (D j) ≤ energy h G (D 0) - j * (ε ^ 2 / (2 * C)) := by
    intro j
    induction j with
    | zero => intro _; simp
    | succ j ih =>
      intro hj
      have h1 := ih (by omega)
      have h2 := run.energy_step hK hG hC j (div_pos hε hCpos).le ((div_le_one hCpos).2 hεC)
      have h3 := mul_le_mul_of_nonneg_left (hs j (by omega)) (div_pos hε hCpos).le
      have h4 : ε / C * -ε + (ε / C) ^ 2 / 2 * C = -(ε ^ 2 / (2 * C)) := by
        field_simp
        ring
      push_cast
      linarith
  have h5 : (n : ℝ) * (ε ^ 2 / (2 * C)) ≤ energy h G (D 0) - m := by
    linarith [key n le_rfl, hm _ (run.mem hK n)]
  have h6 : (n : ℝ) * ε ^ 2 = 2 * C * (n * (ε ^ 2 / (2 * C))) := by
    field_simp
  rw [h6]
  exact mul_le_mul_of_nonneg_left h5 (by positivity)
```

In the limiting case \(C = 0\) the energy has no upward curvature on any segment in \(K\), and the full step \(t = 1\) gives \(-s_k \le E(D_k) - E(D_{k+1})\). Summing over \(k\) shows that the absolute slopes then add up to at most \(E(D_0) - m\), which is stronger than convergence to zero.

## Limit points are self-consistent

Suppose that the iterates \(D_{\varphi(j)}\), with \(\varphi(j) \to \infty\), converge to \(P\). For every \(X\) in \(K\), the minimising property of \(D'_{\varphi(j)}\) gives

\[
s_{\varphi(j)} \le s(D_{\varphi(j)}, X).
\]

The left side tends to zero and the right side to \(s(P,X)\), so \(0 \le s(P,X)\), that is,

\[
h(P) + G(P,P) \le h(X) + G(P,X) \quad \text{for all } X \in K .
\]

If \(P\) lies in \(K\), as it does when \(K\) is closed, then \(P\) minimises the linearised energy built from \(P\) itself, which is the aufbau form of self-consistency on the set \(K\). The theorem does not say that \(P\) is idempotent: with relaxed occupations the condition allows fractional occupations in a degenerate highest occupied level. It need not be a global minimum of \(E\).

In addition to the hypotheses of the theorem on vanishing slopes, this theorem needs a topology on \(V\) and the hypothesis `hcont`, that \(s(Y,X)\) is continuous in \(Y\) for each fixed \(X\). For matrices in a finite basis with the usual topology this holds automatically. The existence of a convergent subsequence is assumed. The Lean proof passes to the limit in the inequality with `le_of_tendsto_of_tendsto'`.

```lean
/-- If a subsequence of the iterates converges to `P`, then no `X` in `K` has a lower value
than `P` of the functional `h(X) + G(P,X)` built from `P` itself. -/
theorem IsOptimalDamping.limit_selfConsistent [TopologicalSpace V]
    (run : IsOptimalDamping h G K D D') (hK : Convex ℝ K) (hG : ∀ x y, G x y = G y x)
    (hC : ∀ X ∈ K, ∀ Y ∈ K, G (Y - X) (Y - X) ≤ C) (hE : BddBelow (energy h G '' K))
    (hcont : ∀ X, Continuous fun Y => segmentSlope h G Y X)
    {φ : ℕ → ℕ} (hφ : Tendsto φ atTop atTop) {P : V}
    (hP : Tendsto (fun j => D (φ j)) atTop (𝓝 P)) :
    ∀ X ∈ K, h P + G P P ≤ h X + G P X := by
  intro X hX
  have h1 := (run.slope_tendsto_zero hK hG hC hE).comp hφ
  have h2 := ((hcont X).tendsto P).comp hP
  have h3 : 0 ≤ segmentSlope h G P X := by
    refine le_of_tendsto_of_tendsto' h1 h2 fun j => ?_
    have h4 := run.trial_min (φ j) X hX
    simp only [Function.comp_apply, segmentSlope, map_sub]
    linarith
  simp only [segmentSlope, map_sub] at h3
  linarith
```

## A run on an interval

The following is a mathematical test case; its points are plain numbers, not density matrices of a physical system. Take \(V = \mathbb{R}\), \(K = [-1,1]\), \(h = 0\) and \(G(x,y) = xy\), so that \(E(x) = x^2/2\). Start at \(D_0 = 1\). The linearised energy \(X \mapsto X\) is smallest at \(D'_0 = -1\), and the slope is \(s_0 = 1 \cdot (-1-1) = -2\). The line search between \(1\) and \(-1\) stops at \(D_1 = 0\). There the linearised energy vanishes identically, so \(-1\) is again an allowed trial point, and the run stays at \(0\) with slope zero.

Differences of points in \(K\) have square at most \(4\), so \(C = 4\) will do, and \(m = 0\) bounds the energy below. With \(n = 1\) and \(\varepsilon = 2\), both sides of the step count equal \(4\). The theorem below verifies that this run satisfies the hypotheses of the theorem on vanishing slopes and that its first slope is \(-2\).

```lean
/-- For `E(x) = x²/2` on the interval `[-1, 1]`, the sequence `1, 0, 0, …` with trial points `-1`
is an optimal damping run with first slope `-2`, curvature bound 4 and energy bounded below. -/
theorem isOptimalDamping_witness :
    IsOptimalDamping (0 : ℝ →ₗ[ℝ] ℝ) (LinearMap.mul ℝ ℝ) (Set.Icc (-1) 1)
      (fun k => if k = 0 then 1 else 0) (fun _ => -1) ∧
    Convex ℝ (Set.Icc (-1 : ℝ) 1) ∧
    (∀ x y : ℝ, LinearMap.mul ℝ ℝ x y = LinearMap.mul ℝ ℝ y x) ∧
    (∀ x ∈ Set.Icc (-1 : ℝ) 1, ∀ y ∈ Set.Icc (-1 : ℝ) 1,
      LinearMap.mul ℝ ℝ (y - x) (y - x) ≤ 4) ∧
    BddBelow (energy (0 : ℝ →ₗ[ℝ] ℝ) (LinearMap.mul ℝ ℝ) '' Set.Icc (-1) 1) ∧
    segmentSlope (0 : ℝ →ₗ[ℝ] ℝ) (LinearMap.mul ℝ ℝ) 1 (-1) = -2 := by
  have hval : ∀ x : ℝ, energy (0 : ℝ →ₗ[ℝ] ℝ) (LinearMap.mul ℝ ℝ) x = x * x / 2 := by
    intro x
    simp [energy]
  refine ⟨⟨by norm_num, fun _ => by norm_num, ?_, ?_, ?_⟩, convex_Icc _ _, ?_, ?_, ?_, ?_⟩
  · intro k X hX
    rcases k with _ | k
    · simpa using hX.1
    · simp
  · intro k
    rcases k with _ | k
    · exact ⟨1 / 2, 1 / 2, by norm_num, by norm_num, by norm_num, by norm_num⟩
    · simpa using left_mem_segment ℝ (0 : ℝ) (-1)
  · intro k Y _
    rw [hval, hval]
    have h1 := mul_self_nonneg Y
    simp only [Nat.add_eq_zero_iff, one_ne_zero, and_false, if_false]
    linarith
  · intro x y
    simp only [LinearMap.mul_apply']
    ring
  · intro x hx y hy
    simp only [LinearMap.mul_apply']
    nlinarith [hx.1, hx.2, hy.1, hy.2]
  · refine ⟨0, ?_⟩
    rintro _ ⟨x, _, rfl⟩
    rw [hval]
    linarith [mul_self_nonneg x]
  · simp only [segmentSlope, LinearMap.zero_apply, LinearMap.mul_apply']
    norm_num

end

end OptimalDamping
```

```lean
#print axioms OptimalDamping.IsOptimalDamping.slope_tendsto_zero
#print axioms OptimalDamping.IsOptimalDamping.steps_bound
#print axioms OptimalDamping.IsOptimalDamping.limit_selfConsistent
```

```
'OptimalDamping.IsOptimalDamping.slope_tendsto_zero' depends on axioms: [propext, Classical.choice, Quot.sound]
'OptimalDamping.IsOptimalDamping.steps_bound' depends on axioms: [propext, Classical.choice, Quot.sound]
'OptimalDamping.IsOptimalDamping.limit_selfConsistent' depends on axioms: [propext, Classical.choice, Quot.sound]
```
